# Sorting real values along a chain with free ends minimises their kinetic energy over all orderings

A: Take real numbers $u_0 \le u_1 \le \dots \le u_n$, placed one per site on an open chain. For every permutation $s$ of the sites,

$$\sum_{i=0}^{n-1} (u_{i+1}-u_i)^2 \;\le\; \sum_{i=0}^{n-1} \bigl(u_{s(i+1)}-u_{s(i)}\bigr)^2 .$$

Each sum is, up to a positive factor, the kinetic energy of a real field on a chain with free ends, where no wall forces the field to zero. So if you may rearrange the values but not change them, nondecreasing order has the lowest energy. This is a discrete rearrangement inequality.

Q: "Rearrangement inequality" makes me think of sums of products of two sequences. And why is this a kinetic energy?

A: The name is indeed often used for products. Here there is one sequence, and its neighbours are compared. For a particle of mass $\mu$ on a grid of spacing $a$, with real amplitudes $\psi_i$ and $\sum_i \psi_i^2 = 1$, the finite-difference kinetic energy with free ends is

$$\frac{\hbar^2}{2\mu a^2}\sum_{i=0}^{n-1} (\psi_{i+1}-\psi_i)^2 .$$

The prefactor sets the energy scale and is the same for every ordering, so it can be set to one. Permuting the amplitudes also leaves the norm unchanged.

Q: Show me the derivation before any code. I would compare the two sums bond by bond.

A: That comparison fails. Take $u = (0,1,3)$ and reverse it. The second bond then contributes $1$, while the second bond of the sorted chain contributes $4$. The inequality holds for the totals only. The derivation below keeps its books by gaps between consecutive values instead.

Write $g_k = u_{k+1}-u_k \ge 0$ for $k = 0,\dots,n-1$. For sites $a \le b$ (from here on $a$ is a site number) the difference telescopes, and

$$(u_b-u_a)^2 = \Bigl(\sum_{k=a}^{b-1} g_k\Bigr)^2 = \sum_{k=a}^{b-1} g_k^2 + 2\sum_{a\le k<l<b} g_k g_l \;\ge\; \sum_{k=a}^{b-1} g_k^2 ,$$

because no cross term is negative.

Now read the permuted chain as a journey through the sorted one: at time $t$ you are at site $w_t = s(t)$. Say that step $t$ crosses gap $k$ when $\min(w_t,w_{t+1}) \le k < \max(w_t,w_{t+1})$, and let $c_{tk}$ be $1$ if it does and $0$ if not. The bound above, applied to the two ends of the step, gives

$$(u_{w_{t+1}}-u_{w_t})^2 \ge \sum_{k=0}^{n-1} c_{tk}\, g_k^2 .$$

Sum over the steps and exchange the sums:

$$\sum_{t=0}^{n-1} (u_{w_{t+1}}-u_{w_t})^2 \ge \sum_{k=0}^{n-1} g_k^2 \sum_{t=0}^{n-1} c_{tk} .$$

The journey visits both site $k$ and site $k+1$, so at some step it passes from one side of gap $k$ to the other. Hence $\sum_t c_{tk} \ge 1$ for every $k$, and the right-hand side is at least $\sum_k g_k^2$.

Q: I accept that. How do I know that the Lean statement is about the same sum?

A: Start with the energy.

```lean
import Mathlib

open Finset

namespace DiscreteRearrangement

/-- Kinetic energy of a real field on an open chain of `n + 1` sites, with unit prefactor:
the sum over bonds of the squared difference between neighbouring values. -/
def chainEnergy {n : ℕ} (v : Fin (n + 1) → ℝ) : ℝ :=
  ∑ i : Fin n, (v i.succ - v i.castSucc) ^ 2
```

A field is a function `v : Fin (n + 1) → ℝ`, one real number for each of the sites $0,\dots,n$. The bonds are numbered by `Fin n`. For bond $i$, `i.castSucc` is its left site $i$ and `i.succ` its right site $i+1$. There is no bond beyond either end.

The main theorem, `monotone_order_minimises`, takes a field `u` with `Monotone u` and a permutation `s : Equiv.Perm (Fin (n + 1))`, and concludes `chainEnergy u ≤ chainEnergy (u ∘ s)`. In Lean `Monotone` means nondecreasing, with ties allowed; a decreasing sequence does not qualify, although many textbooks would call it monotone. The field `u ∘ s` has the value $u_{s(i)}$ at site $i$, as in the inequality above.

Q: Does that include the trivial sizes?

A: Yes. For $n=0$ there is one site and no bond, and both energies are zero. For $n=1$ there are two orderings with the same single squared difference, so equality always holds. Three sites are the first case where order can matter: the values $0,1,2$ give $2$ when sorted and $5$ in the order $1,0,2$. After division by the squared norm $5$, these are $2/5$ and $1$.

Q: My simulations usually have periodic boundaries.

A: Then the closing bond needs its own definition, and the conclusion changes, as a four-site example will show.

```lean
/-- Energy of the chain after it is closed by one more bond between its last and first sites. -/
def ringEnergy {n : ℕ} (v : Fin (n + 1) → ℝ) : ℝ :=
  chainEnergy v + (v 0 - v (Fin.last n)) ^ 2
```

Q: What else separates the model from a real system?

A: The field is real, the chain is finite and one-dimensional, and the energy is kinetic only, with no potential. The theorems also stay on the grid. They do not treat the passage to a continuous wavefunction, where the suitably scaled sum becomes an integral of the squared derivative.

Q: Now the proof. Your derivation used plain integers as site numbers, but `Fin` is a finite type.

A: The counting is done with natural numbers and transferred to the finite chain afterwards. The transfer needs a map from numbers to sites:

```lean
/-- The site with number `k` on a chain of `n + 1` sites; numbers beyond the end give
the last site. -/
def clamp (n k : ℕ) : Fin (n + 1) := ⟨min k n, by omega⟩
```

The first lemma is the bound on one squared difference.

```lean
/-- For a nondecreasing field, the squared difference between two sites is at least the sum
of the squared differences over the elementary bonds between them. -/
theorem sum_sq_gaps_le_sq_jump {u : ℕ → ℝ} (hu : Monotone u) {a b : ℕ} (hab : a ≤ b) :
    ∑ k ∈ Ico a b, (u (k + 1) - u k) ^ 2 ≤ (u b - u a) ^ 2 := by
  induction b, hab using Nat.le_induction with
  | base => simp
  | succ b hab ih =>
    rw [Finset.sum_Ico_succ_top hab]
    have h1 : u a ≤ u b := hu hab
    have h2 : u b ≤ u (b + 1) := hu (Nat.le_succ b)
    -- the cross term of the square is nonnegative
    nlinarith [mul_nonneg (sub_nonneg.2 h1) (sub_nonneg.2 h2)]
```

It is an induction on the right end $b$. When $b=a$ the sum is empty. Going from $b$ to $b+1$ adds $g_b^2$ on the left, while the square on the right grows by $g_b^2 + 2(u_b-u_a)g_b$. The product handed to `nlinarith` says that this cross term is nonnegative.

Q: And the claim that every gap gets crossed?

A: That is a discrete intermediate-value argument.

```lean
/-- A walk that visits a site at or below `k` and a site above `k` within its first `M` steps
has a step among them that crosses the bond between `k` and `k + 1`. -/
theorem exists_crossing {w : ℕ → ℕ} {M k i j : ℕ} (hi : i ≤ M) (hj : j ≤ M)
    (hik : w i ≤ k) (hjk : k < w j) :
    ∃ t < M, min (w t) (w (t + 1)) ≤ k ∧ k < max (w t) (w (t + 1)) := by
  by_contra hno
  -- without a crossing the walk stays on the side where it started
  have key : ∀ t, t ≤ M → (w t ≤ k ↔ w 0 ≤ k) := by
    intro t
    induction t with
    | zero => intro _; exact Iff.rfl
    | succ t ih =>
      intro ht
      have h := ih (by omega)
      rw [← h]
      by_contra hne
      exact hno ⟨t, by omega, by omega, by omega⟩
  have h1 := key i hi
  have h2 := key j hj
  omega
```

Suppose that no step crosses the gap. Then, by induction on time, the journey is always on the side where it started; this is `key`. But it is at or below $k$ at time $i$ and above $k$ at time $j$, which is a contradiction.

Q: So the next lemma is the double sum?

A: Yes, with $N$ for the last site and $M$ for the number of steps.

```lean
/-- If a walk of `M` steps visits all sites `0, ..., N`, the squared differences of a
nondecreasing field along the walk sum to at least those along the ordered chain. -/
theorem sum_sq_le_of_visits {u : ℕ → ℝ} (hu : Monotone u) {w : ℕ → ℕ} {N M : ℕ}
    (hw : ∀ k ≤ N, ∃ t ≤ M, w t = k) :
    ∑ k ∈ range N, (u (k + 1) - u k) ^ 2 ≤
      ∑ t ∈ range M, (u (w (t + 1)) - u (w t)) ^ 2 := by
  calc ∑ k ∈ range N, (u (k + 1) - u k) ^ 2
      ≤ ∑ k ∈ range N, ∑ t ∈ range M,
          if min (w t) (w (t + 1)) ≤ k ∧ k < max (w t) (w (t + 1))
            then (u (k + 1) - u k) ^ 2 else 0 := by
        -- every elementary bond is crossed at least once
        refine Finset.sum_le_sum fun k hk => ?_
        have hk' := Finset.mem_range.1 hk
        obtain ⟨i, hi, hik⟩ := hw k (by omega)
        obtain ⟨j, hj, hjk⟩ := hw (k + 1) (by omega)
        obtain ⟨t, ht, hc⟩ := exists_crossing (w := w) (k := k) hi hj (by omega) (by omega)
        have h := Finset.single_le_sum
          (f := fun t => if min (w t) (w (t + 1)) ≤ k ∧ k < max (w t) (w (t + 1))
            then (u (k + 1) - u k) ^ 2 else 0)
          (fun t _ => by split_ifs; exacts [sq_nonneg _, le_rfl]) (Finset.mem_range.2 ht)
        simpa only [if_pos hc] using h
    _ = ∑ t ∈ range M, ∑ k ∈ range N,
          if min (w t) (w (t + 1)) ≤ k ∧ k < max (w t) (w (t + 1))
            then (u (k + 1) - u k) ^ 2 else 0 := Finset.sum_comm
    _ ≤ ∑ t ∈ range M, (u (w (t + 1)) - u (w t)) ^ 2 := by
        -- each step pays for all the bonds that it crosses
        refine Finset.sum_le_sum fun t _ => ?_
        rw [← Finset.sum_filter]
        refine (Finset.sum_le_sum_of_subset_of_nonneg
          (t := Ico (min (w t) (w (t + 1))) (max (w t) (w (t + 1))))
          (fun k hk => Finset.mem_Ico.2 (Finset.mem_filter.1 hk).2)
          (fun _ _ _ => sq_nonneg _)).trans ?_
        rcases le_total (w t) (w (t + 1)) with h | h
        · rw [min_eq_left h, max_eq_right h]
          exact sum_sq_gaps_le_sq_jump hu h
        · rw [min_eq_right h, max_eq_left h]
          exact (sum_sq_gaps_le_sq_jump hu h).trans_eq (by ring)
```

The `calc` block has three links. The first replaces each $g_k^2$ by its sum over all steps that cross gap $k$; since at least one step does, this cannot make the total smaller. The second exchanges the sums with `Finset.sum_comm`. The third bounds the gaps crossed by one step by that step's squared difference, using the first lemma. It treats upward and downward steps separately, and the square removes the sign.

Q: Nothing in that lemma says that each site is visited only once.

A: Right, and the version on the finite chain keeps that generality.

```lean
/-- A nondecreasing field on an open chain has at most the kinetic energy of the field read
off along any walk that visits every site at least once. -/
theorem chainEnergy_le_of_surjective {m n : ℕ} {u : Fin (n + 1) → ℝ} (hu : Monotone u)
    {w : Fin (m + 1) → Fin (n + 1)} (hw : Function.Surjective w) :
    chainEnergy u ≤ chainEnergy (u ∘ w) := by
  have hval : ∀ (l : ℕ) (j : Fin (l + 1)), clamp l (j : ℕ) = j := by
    intro l j
    apply Fin.ext
    change min (j : ℕ) l = (j : ℕ)
    have := j.isLt
    omega
  have hsucc : ∀ (l : ℕ) (i : Fin l), clamp l ((i : ℕ) + 1) = i.succ :=
    fun l i => hval l i.succ
  have hcast : ∀ (l : ℕ) (i : Fin l), clamp l (i : ℕ) = i.castSucc :=
    fun l i => hval l i.castSucc
  have hU : Monotone (fun k => u (clamp n k)) := by
    intro a b hab
    apply hu
    change min a n ≤ min b n
    omega
  have hvisit : ∀ k ≤ n, ∃ t ≤ m, (fun t => (w (clamp m t) : ℕ)) t = k := by
    intro k hk
    obtain ⟨t, ht⟩ := hw (clamp n k)
    refine ⟨t, Nat.lt_succ_iff.1 t.isLt, ?_⟩
    change (w (clamp m (t : ℕ)) : ℕ) = k
    rw [hval, ht]
    change min k n = k
    omega
  have h := sum_sq_le_of_visits hU hvisit
  simp only [Finset.sum_range, hval, hsucc, hcast] at h
  exact h
```

Here `w` is any surjective map from times $0,\dots,m$ to sites $0,\dots,n$. The comments call it a walk, but unlike a walk on a lattice in the usual sense, it may jump between distant sites in one step. It may also revisit sites, as long as it misses none. The proof extends the field beyond the last site by its last value, which keeps it nondecreasing, applies the previous lemma, and translates the sums back to bonds of the two chains.

Q: Then a permutation is just a special case.

A: It is a surjective map, and that is the whole remaining argument.

```lean
/-- Discrete rearrangement inequality: on an open chain, no permutation of the values of a
nondecreasing field lowers its kinetic energy. -/
theorem monotone_order_minimises {n : ℕ} {u : Fin (n + 1) → ℝ} (hu : Monotone u)
    (s : Equiv.Perm (Fin (n + 1))) :
    chainEnergy u ≤ chainEnergy (u ∘ s) :=
  chainEnergy_le_of_surjective hu s.surjective
```

Q: In practice nobody hands me a sorted field. Can I start from an arbitrary one?

A: Yes. `Tuple.sort v` is a permutation that puts the values of `v` into nondecreasing order.

```lean
/-- Sorting the values of an arbitrary field into nondecreasing order never raises its
kinetic energy on the open chain. -/
theorem chainEnergy_sort_le {n : ℕ} (v : Fin (n + 1) → ℝ) :
    chainEnergy (v ∘ Tuple.sort v) ≤ chainEnergy v := by
  have h := monotone_order_minimises (Tuple.monotone_sort v) (Tuple.sort v).symm
  have e : (v ∘ Tuple.sort v) ∘ (Tuple.sort v).symm = v := by
    funext i
    simp only [Function.comp_apply, Equiv.apply_symm_apply]
  rwa [e] at h
```

The proof applies the main theorem to the sorted field and to the inverse permutation, which restores the original order.

This bears on variational calculations for one particle on a finite grid with free ends and no external potential: sorting a real trial state keeps its norm and does not raise its energy. The ground state of this problem is constant and has zero energy, so the case of interest is the first excited state. Sorting also keeps the sum of the amplitudes, so a trial state orthogonal to the constant one stays orthogonal to it. Sorting still does not raise the energy if you add a mean-field term such as $\sum_i \psi_i^4$, which depends only on the values and not on their places. A site-dependent potential does notice the rearrangement, and then the total energy may rise.

Q: Is the sorted order the only minimiser?

A: Not in general, because the chain can be read from either end.

```lean
/-- Reading the open chain from the other end leaves the kinetic energy unchanged. -/
theorem chainEnergy_rev {n : ℕ} (v : Fin (n + 1) → ℝ) :
    chainEnergy (v ∘ Fin.rev) = chainEnergy v := by
  unfold chainEnergy
  refine Eq.trans ?_ (Equiv.sum_comp Fin.revPerm
    (fun i : Fin n => (v i.succ - v i.castSucc) ^ 2))
  refine Finset.sum_congr rfl fun i _ => ?_
  simp only [Function.comp_apply, Fin.rev_succ, Fin.rev_castSucc, Fin.revPerm_apply]
  ring
```

Reversal sends each bond to its mirror image and changes the sign of the difference, which the square ignores. So nonincreasing order has the same minimal energy. Whether other orderings can tie with these two is a question that the theorems leave open.

Q: You owe me the ring.

A: Put the values $0,1,2,3$ on a ring of four sites. In sorted order the three inner bonds cost $1$ each, but the closing bond costs $9$, so the total is $12$. In the order $0,1,3,2$ the bonds cost $1,4,1,4$, which makes $10$. Divided by the squared norm $14$, the energies are $6/7$ and $5/7$. On a ring the field has to come back to its starting value. In this example, returning from $3$ to $0$ over two bonds instead of one saves $4$, while the way up from $0$ to $3$, now over two bonds instead of three, costs only $2$ more.

Q: Would hard walls at the ends save the sorted order?

A: No, and the same numbers show it. Read the site with value $0$ as the wall, where the wavefunction vanishes. Then $12$ and $10$ are the energies of the orders $1,2,3$ and $1,3,2$ on three sites between two hard walls. An open tight-binding chain with equal on-site energies and equal negative hopping amplitudes is of this hard-wall kind too. The free ends are therefore a real physical condition in the theorem: check your boundary condition before you sort. The Lean proof for the ring writes out the four bonds and compares the two numbers.

```lean
/-- On a closed ring of four sites the order 0, 1, 3, 2 has lower energy than the monotone
order 0, 1, 2, 3. -/
theorem ring_monotone_not_minimal :
    ringEnergy (n := 3) ![0, 1, 3, 2] < ringEnergy (n := 3) ![0, 1, 2, 3] := by
  have h : ∀ v : Fin 4 → ℝ, ringEnergy (n := 3) v =
      (v 1 - v 0) ^ 2 + (v 2 - v 1) ^ 2 + (v 3 - v 2) ^ 2 + (v 0 - v 3) ^ 2 := by
    intro v
    simp only [ringEnergy, chainEnergy, Fin.sum_univ_three]
    rfl
  rw [h, h]
  change ((1 : ℝ) - 0) ^ 2 + (3 - 1) ^ 2 + (2 - 3) ^ 2 + (0 - 2) ^ 2 <
    (1 - 0) ^ 2 + (2 - 1) ^ 2 + (3 - 2) ^ 2 + (0 - 3) ^ 2
  norm_num

end DiscreteRearrangement
```

```lean
#print axioms DiscreteRearrangement.chainEnergy_sort_le
#print axioms DiscreteRearrangement.chainEnergy_rev
#print axioms DiscreteRearrangement.ring_monotone_not_minimal
```

```
'DiscreteRearrangement.chainEnergy_sort_le' depends on axioms: [propext, Classical.choice, Quot.sound]
'DiscreteRearrangement.chainEnergy_rev' depends on axioms: [propext, Classical.choice, Quot.sound]
'DiscreteRearrangement.ring_monotone_not_minimal' depends on axioms: [propext, Classical.choice, Quot.sound]
```
